# Lower-half-plane poles do not make the spectral matrix of a Green's function positive

Eliminating leads or a bath from a quantum system gives a self-energy that in general depends on energy. Approximating it by a constant matrix leaves an effective Hamiltonian M, in general non-Hermitian, and a Green's function G(z) = (z − M)⁻¹. Suppose every eigenvalue of M lies below the real axis, so that every mode decays at long times. Is G then an acceptable retarded Green's function?

For electrons, described in an orthonormal basis, the exact one has a Lehmann form with real energies E_k and amplitude vectors v_k (for infinite leads the sum becomes an integral):

G(z) = Σ_k v_k v_k† / (z − E_k)

(G − G†)/(2i) = −Im z · Σ_k v_k v_k† / |z − E_k|²

For Im z > 0 the second matrix is negative semidefinite, which is the matrix version of a non-negative spectral function. This condition is called causality below. It asks for more than a response that vanishes at negative times, which lower-half-plane poles do secure for a finite constant M. A two-level example shows that they do not secure the sign.

```lean
import Mathlib

open Matrix
open Complex (I)
open scoped ComplexOrder

namespace PoleLocationNotCausality

noncomputable section

variable {n : Type*} [Fintype n] [DecidableEq n]
```

## Causality as a sign condition on expectation values

The matrix imaginary part of A is (A − A†)/(2i), where † is the conjugate transpose, written `ᴴ` in Lean.

```lean
/-- The matrix imaginary part `(A - A†) / (2i)`. -/
def imPart (A : Matrix n n ℂ) : Matrix n n ℂ := (2 * I)⁻¹ • (A - Aᴴ)
```

A is causal if the negative of this matrix is positive semidefinite. Mathlib's `PosSemidef` includes Hermiticity.

```lean
/-- Matrix causality: `(A - A†) / (2i)` is negative semidefinite. -/
def IsCausal (A : Matrix n n ℂ) : Prop := (-(imPart A)).PosSemidef
```

The Green's function is a matrix inverse, with M independent of z and of any finite size. Mathlib assigns the value 0 to the inverse of a singular matrix, and 0 would count as causal, so the results below either assume or establish that z − M is invertible.

```lean
/-- The Green's function `G(z) = (z - M)⁻¹` of an effective Hamiltonian `M`. -/
def greens (M : Matrix n n ℂ) (z : ℂ) : Matrix n n ℂ :=
  (z • (1 : Matrix n n ℂ) - M)⁻¹
```

The example has two levels at zero energy, each with amplitude damping rate 1, which sets the unit of energy. A real coupling c feeds level 1 into level 0 with no return path:

M = [[−i, c], [0, −i]]

Such one-way coupling cannot occur in a closed system. It stands for an effective description in which the environment, or an approximation, has broken the symmetry between the two directions. For |c| > 2 the model violates the sign condition obeyed by the exact Green's function, as shown below, so it then represents a faulty approximation and not an exact elimination of an environment.

```lean
/-- The two-level effective Hamiltonian with equal damping on both levels and a
one-way coupling `c`. -/
def effHam (c : ℝ) : Matrix (Fin 2) (Fin 2) ℂ := !![-I, (c : ℂ); 0, -I]
```

For any vector x put w = x†Ax. Then x†A†x = w*, and therefore

x† [(A − A†)/(2i)] x = (w − w*)/(2i) = Im w.

The matrix in brackets is Hermitian for every A, so A is causal exactly when Im(x†Ax) ≤ 0 for all x.

```lean
omit [DecidableEq n] in
/-- A matrix is causal exactly when all its expectation values `x† A x` have
non-positive imaginary part. -/
theorem isCausal_iff (A : Matrix n n ℂ) :
    IsCausal A ↔ ∀ x : n → ℂ, (star x ⬝ᵥ A *ᵥ x).im ≤ 0 := by
  have hk : (2 * I)⁻¹ = -I / 2 := by
    rw [mul_inv, Complex.inv_I]
    ring
  have hs : star (-I / 2) = -(-I / 2) := by
    apply Complex.ext <;> simp
    norm_num
  have hherm : (-(imPart A)).IsHermitian := by
    unfold imPart
    rw [Matrix.IsHermitian, hk, conjTranspose_neg, conjTranspose_smul,
      conjTranspose_sub, conjTranspose_conjTranspose, hs]
    module
  -- the expectation value of the adjoint is the complex conjugate
  have hadj : ∀ x : n → ℂ, star x ⬝ᵥ Aᴴ *ᵥ x = star (star x ⬝ᵥ A *ᵥ x) := by
    intro x
    calc star x ⬝ᵥ Aᴴ *ᵥ x = star (A *ᵥ x) ⬝ᵥ x := by
          rw [Matrix.dotProduct_mulVec, Matrix.star_mulVec]
      _ = star (star x ⬝ᵥ A *ᵥ x) := Matrix.star_dotProduct _ _
  have hform : ∀ x : n → ℂ, star x ⬝ᵥ (-(imPart A)) *ᵥ x
      = ((-(star x ⬝ᵥ A *ᵥ x).im : ℝ) : ℂ) := by
    intro x
    unfold imPart
    rw [hk, Matrix.neg_mulVec, dotProduct_neg, Matrix.smul_mulVec, dotProduct_smul,
      Matrix.sub_mulVec, dotProduct_sub, hadj]
    generalize star x ⬝ᵥ A *ᵥ x = w
    have hw : w - star w = 2 * (w.im : ℂ) * I := by
      apply Complex.ext
      · simp
      · simp
        try ring
    rw [hw, smul_eq_mul]
    push_cast
    linear_combination (w.im : ℂ) * Complex.I_sq
  unfold IsCausal
  rw [Matrix.posSemidef_iff_dotProduct_mulVec]
  constructor
  · rintro ⟨-, h⟩ x
    have h1 := h x
    rw [hform, Complex.zero_le_real] at h1
    linarith
  · intro h
    refine ⟨hherm, fun x => ?_⟩
    rw [hform, Complex.zero_le_real]
    linarith [h x]
```

Here `hherm` supplies the Hermiticity, `hadj` is the relation x†A†x = w*, and `hform` is the displayed identity with the opposite sign.

## From G back to M

Write |u|² = Σ_i |u_i|². Since u†(z − M)u = z|u|² − u†Mu,

Im(u†(z − M)u) = Im z · |u|² − Im(u†Mu).

```lean
/-- The imaginary part of the expectation value of `z - M` is `Im z` times the squared
norm of the state, minus the imaginary part of the expectation value of `M`. -/
theorem im_form_sub (M : Matrix n n ℂ) (z : ℂ) (u : n → ℂ) :
    (star u ⬝ᵥ (z • (1 : Matrix n n ℂ) - M) *ᵥ u).im
      = z.im * ∑ i, Complex.normSq (u i) - (star u ⬝ᵥ M *ᵥ u).im := by
  have hN : star u ⬝ᵥ u = ((∑ i, Complex.normSq (u i) : ℝ) : ℂ) := by
    simp [dotProduct, Complex.normSq_eq_conj_mul_self]
  rw [Matrix.sub_mulVec, Matrix.smul_mulVec, Matrix.one_mulVec, dotProduct_sub,
    dotProduct_smul, hN, smul_eq_mul, Complex.sub_im, Complex.im_mul_ofReal]
```

If z − M is invertible, every x can be written as x = (z − M)u with u = G(z)x. Then

x†G(z)x = ((z − M)u)†u = (u†(z − M)u)*

Im(x†G(z)x) = Im(u†Mu) − Im z · |u|².

So G(z) is causal exactly when Im(u†Mu) ≤ Im z · |u|² for all u.

```lean
/-- Away from the poles, `G(z)` is causal exactly when the imaginary part of `u† M u`
never exceeds `Im z` times the squared norm of `u`. -/
theorem causal_greens_iff (M : Matrix n n ℂ) (z : ℂ)
    (h : (z • (1 : Matrix n n ℂ) - M).det ≠ 0) :
    IsCausal (greens M z) ↔
      ∀ u : n → ℂ, (star u ⬝ᵥ M *ᵥ u).im ≤ z.im * ∑ i, Complex.normSq (u i) := by
  have hu := isUnit_iff_ne_zero.mpr h
  -- substitute x = (z - M) u in the expectation value of G
  have key : ∀ u : n → ℂ,
      (star ((z • (1 : Matrix n n ℂ) - M) *ᵥ u) ⬝ᵥ u).im
        = (star u ⬝ᵥ M *ᵥ u).im - z.im * ∑ i, Complex.normSq (u i) := by
    intro u
    rw [Matrix.star_dotProduct, Complex.star_def, Complex.conj_im, im_form_sub]
    ring
  rw [isCausal_iff]
  constructor
  · intro hG u
    have h1 := hG ((z • (1 : Matrix n n ℂ) - M) *ᵥ u)
    rw [greens, Matrix.mulVec_mulVec, Matrix.nonsing_inv_mul _ hu,
      Matrix.one_mulVec, key] at h1
    linarith
  · intro hM x
    have hx : (z • (1 : Matrix n n ℂ) - M) *ᵥ (greens M z *ᵥ x) = x := by
      rw [greens, Matrix.mulVec_mulVec, Matrix.mul_nonsing_inv _ hu, Matrix.one_mulVec]
    have h1 := key (greens M z *ᵥ x)
    rw [hx] at h1
    linarith [hM (greens M z *ᵥ x)]
```

The identity `key` is the last displayed equation. One direction inserts x = (z − M)u into the condition on G; the other starts from x and takes u = G(z)x. Because M and z are arbitrary, the criterion also applies at a single frequency to a frequency-dependent self-energy, with M set to the bare Hamiltonian plus the self-energy at that frequency.

## The condition that replaces pole location

Let M be causal and Im z > 0. If (z − M)u = 0 for some u ≠ 0, the identity for z − M would give

0 = Im z · |u|² − Im(u†Mu) > 0,

which is impossible, so z is not a pole. Moreover Im(u†Mu) ≤ 0 ≤ Im z · |u|², so G(z) is causal.

Conversely, let G be free of poles and causal throughout the open upper half-plane, and suppose Im(u†Mu) = w > 0 for some u. Take z = ie with e = w/(|u|² + 1). Then e|u|² < w, which contradicts the criterion at z. Hence M is causal.

```lean
/-- The Green's function is free of poles and causal in the whole open upper half-plane
exactly when the effective Hamiltonian is itself causal. -/
theorem causal_upper_half_plane_iff (M : Matrix n n ℂ) :
    (∀ z : ℂ, 0 < z.im →
      (z • (1 : Matrix n n ℂ) - M).det ≠ 0 ∧ IsCausal (greens M z)) ↔ IsCausal M := by
  constructor
  · intro h
    rw [isCausal_iff]
    intro u
    by_contra hu
    have hw : 0 < (star u ⬝ᵥ M *ᵥ u).im := not_le.mp hu
    have hN : 0 ≤ ∑ i, Complex.normSq (u i) :=
      Finset.sum_nonneg fun i _ => Complex.normSq_nonneg _
    -- a point close enough to the real axis violates the bound
    obtain ⟨e, he, hmul⟩ : ∃ e : ℝ, 0 < e ∧
        e * (∑ i, Complex.normSq (u i) + 1) = (star u ⬝ᵥ M *ᵥ u).im :=
      ⟨_, div_pos hw (by linarith), div_mul_cancel₀ _ (by linarith)⟩
    obtain ⟨hd, hG⟩ := h ⟨0, e⟩ he
    have h1 : (star u ⬝ᵥ M *ᵥ u).im ≤ e * ∑ i, Complex.normSq (u i) :=
      (causal_greens_iff M _ hd).mp hG u
    rw [mul_add, mul_one] at hmul
    linarith
  · intro hM z hz
    rw [isCausal_iff] at hM
    have hd : (z • (1 : Matrix n n ℂ) - M).det ≠ 0 := by
      intro h0
      obtain ⟨u, hu, h⟩ := Matrix.exists_mulVec_eq_zero_iff.mpr h0
      obtain ⟨i, hi⟩ := Function.ne_iff.mp hu
      have hN : 0 < ∑ i, Complex.normSq (u i) :=
        Finset.sum_pos' (fun i _ => Complex.normSq_nonneg _)
          ⟨i, Finset.mem_univ i, Complex.normSq_pos.mpr hi⟩
      have h1 := im_form_sub M z u
      rw [h, dotProduct_zero, Complex.zero_im] at h1
      linarith [hM u, mul_pos hz hN]
    refine ⟨hd, (causal_greens_iff M z hd).mpr fun u => (hM u).trans ?_⟩
    exact mul_nonneg hz.le (Finset.sum_nonneg fun i _ => Complex.normSq_nonneg _)
```

The condition therefore concerns the anti-Hermitian part of M and not its eigenvalues. In a calculation with a constant M, the test is that the largest eigenvalue of the Hermitian matrix (M − M†)/(2i) is not positive; in NumPy its eigenvalues are `np.linalg.eigvalsh((M - M.conj().T)/2j)`. For the two-level M they are −1 ± c/2, while a general eigensolver applied to M itself reports only −i.

The equation of motion i dψ/dt = Mψ adds a physical reading that the file does not formalise: d|ψ|²/dt = 2 Im(ψ†Mψ), so a non-causal M lets some state gain norm for a while, even if all its modes eventually decay.

## One double eigenvalue and a sharp threshold

For the two-level model z − M = [[z + i, −c], [0, z + i]], and

det(z − M) = (z + i)²,

whatever the value of c. The coupling leaves no trace in the pole positions.

```lean
/-- The characteristic determinant of the two-level model is `(z + i)²`, whatever the
coupling. -/
theorem effHam_det (c : ℝ) (z : ℂ) :
    (z • (1 : Matrix (Fin 2) (Fin 2) ℂ) - effHam c).det = (z + I) ^ 2 := by
  simp [effHam, Matrix.det_fin_two]
  ring
```

It does appear in the expectation values. With components u₀ and u₁,

Im(u†Mu) = c · Im(u₀* u₁) − |u|²,

so for z ≠ −i causality of G(z) means

c · Im(u₀* u₁) ≤ (Im z + 1)|u|² for all u.

The normalised states (1, ±i)/√2 have Im(u₀* u₁) = ±1/2, which gives ±c/2 ≤ Im z + 1, that is, |c| ≤ 2(Im z + 1). This is also sufficient. Writing u₀ = a + ib and u₁ = p + iq,

|Im(u₀* u₁)| = |aq − bp| ≤ (a² + b² + p² + q²)/2 = |u|²/2,

and hence c · Im(u₀* u₁) ≤ |c| |u|²/2 ≤ (Im z + 1)|u|².

```lean
/-- Sharp threshold: away from the pole `-i`, the two-level Green's function is causal
at `z` exactly when `|c| ≤ 2 (Im z + 1)`. -/
theorem effHam_causal_iff (c : ℝ) (z : ℂ) (hz : z ≠ -I) :
    IsCausal (greens (effHam c) z) ↔ |c| ≤ 2 * (z.im + 1) := by
  have hd : (z • (1 : Matrix (Fin 2) (Fin 2) ℂ) - effHam c).det ≠ 0 := by
    rw [effHam_det]
    exact pow_ne_zero 2 fun h => hz (eq_neg_of_add_eq_zero_left h)
  have hform : ∀ u : Fin 2 → ℂ, (star u ⬝ᵥ effHam c *ᵥ u).im
      = c * ((u 0).re * (u 1).im - (u 0).im * (u 1).re)
        - ((u 0).re ^ 2 + (u 0).im ^ 2 + (u 1).re ^ 2 + (u 1).im ^ 2) := by
    intro u
    simp [effHam, Matrix.mulVec, dotProduct, Fin.sum_univ_two]
    ring
  rw [causal_greens_iff _ _ hd]
  simp only [hform, Fin.sum_univ_two, Complex.normSq_apply]
  constructor
  · intro h
    -- the states (1, i) and (1, -i) are the extremal ones
    have h1 := h ![1, I]
    have h2 := h ![1, -I]
    norm_num at h1 h2
    exact abs_le.mpr ⟨by linarith, by linarith⟩
  · intro h u
    generalize (u 0).re = a
    generalize (u 0).im = b
    generalize (u 1).re = p
    generalize (u 1).im = q
    have hw : |a * q - b * p| ≤ (a ^ 2 + b ^ 2 + p ^ 2 + q ^ 2) / 2 :=
      abs_le.mpr ⟨by nlinarith [sq_nonneg (a + q), sq_nonneg (b - p)],
        by nlinarith [sq_nonneg (a - q), sq_nonneg (b + p)]⟩
    have h1 : c * (a * q - b * p) ≤ |c| * |a * q - b * p| := by
      rw [← abs_mul]
      exact le_abs_self _
    have h2 := mul_le_mul_of_nonneg_left hw (abs_nonneg c)
    have hN : 0 ≤ a ^ 2 + b ^ 2 + p ^ 2 + q ^ 2 := by positivity
    have h3 := mul_le_mul_of_nonneg_right h hN
    linarith
```

Lean uses the unnormalised vectors `![1, I]` and `![1, -I]`, for which |u|² = 2. The bound `hw` comes from the squares (a ∓ q)² + (b ± p)² ≥ 0, passed to `nlinarith`.

The threshold depends on z only through Im z. On the real axis it reads |c| ≤ 2, so a stronger coupling spoils the sign at every real frequency. A plot of the total density of states would not show this, because tr G = 2/(z + i) does not contain c.

## The violation on the imaginary axis

Let c > 2 and z = iy with 0 < y < c/2 − 1. The determinant vanishes only at −i, so −i is the only eigenvalue. The point iy is not a pole, and 2(y + 1) < c, so the threshold is exceeded and G(iy) is not causal. The explicit inverse shows the same thing:

G(z) = [[1/(z + i), c/(z + i)²], [0, 1/(z + i)]]

At z = iy the eigenvalues of (G − G†)/(2i) are

−1/(y + 1) ± c/(2(y + 1)²),

and the upper one is positive exactly when y < c/2 − 1. For c = 4 and y = 1/2 it equals 2/9. Each diagonal element of G has a negative imaginary part there, so a code that inspects only the signs on the diagonal accepts this G. Testing the full Hermitian matrix, for instance through its eigenvalues, reveals the violation.

```lean
/-- For `c > 2` the only eigenvalue of the effective Hamiltonian is `-i`, yet at every
point `iy` with `0 < y < c/2 - 1` its Green's function violates matrix causality. -/
theorem pole_location_not_enough (c : ℝ) (hc : 2 < c) :
    spectrum ℂ (effHam c) = {-I} ∧
      (Set.Ioo 0 (c / 2 - 1)).Nonempty ∧
      ∀ y ∈ Set.Ioo 0 (c / 2 - 1), ¬ IsCausal (greens (effHam c) ((y : ℂ) * I)) := by
  refine ⟨?_, Set.nonempty_Ioo.mpr (by linarith), ?_⟩
  · ext z
    rw [spectrum.mem_iff, Algebra.algebraMap_eq_smul_one, Matrix.isUnit_iff_isUnit_det,
      effHam_det, isUnit_iff_ne_zero, not_not, Set.mem_singleton_iff,
      pow_eq_zero_iff two_ne_zero, add_eq_zero_iff_eq_neg]
  · rintro y ⟨hy, hyc⟩ hG
    have him : ((y : ℂ) * I).im = y := by simp
    have hz : (y : ℂ) * I ≠ -I := by
      intro h
      have h1 := congrArg Complex.im h
      rw [him, Complex.neg_im, Complex.I_im] at h1
      linarith
    have h2 := (effHam_causal_iff c _ hz).mp hG
    rw [him] at h2
    linarith [le_abs_self c]

end

end PoleLocationNotCausality
```

The theorem has three parts: `spectrum ℂ (effHam c)` is {−i}; the interval `Set.Ioo 0 (c / 2 - 1)` is non-empty; and causality fails at iy for every y in it. The first follows from the determinant, the last from the sharp threshold together with c ≤ |c|.

For electronic-structure and transport work with a finite, frequency-independent effective Hamiltonian, this means that finding all poles in the lower half-plane does not by itself certify a positive semidefinite spectral matrix.

```lean
#print axioms PoleLocationNotCausality.causal_upper_half_plane_iff
#print axioms PoleLocationNotCausality.pole_location_not_enough
```

```
'PoleLocationNotCausality.causal_upper_half_plane_iff' depends on axioms: [propext, Classical.choice, Quot.sound]
'PoleLocationNotCausality.pole_location_not_enough' depends on axioms: [propext, Classical.choice, Quot.sound]
```
